# Spin-orbit coupling in a screened atom: (1/r) dV/dr = (Z − N(r))/r³ for a point nucleus plus the Hartree potential of a spherical density

## The radial integral behind a spin-orbit constant

In the central-field approximation each electron moves in a spherical one-electron potential. The two-electron spin-other-orbit terms, which are of the same relativistic order, are left out here. To add spin-orbit coupling at first order in this approximation, one takes the central potential energy V(r) of an electron at radius r, forms (1/r) dV/dr, and integrates it against the square of the radial function P(r), which is r times the radial part of the orbital and is normalised to ∫₀^∞ P² dr = 1. In atomic units, with α the fine-structure constant, this gives the spin-orbit constant

    ζ = (α²/2) ∫₀^∞ P(r)² (1/r) (dV/dr) dr,

which multiplies the eigenvalue of L·S, the scalar product of the orbital and spin angular momentum of that electron. When V consists only of the attraction to a point nucleus of charge Z and the Hartree repulsion of a spherical electron density n, the differentiation can be done exactly. For a given P with finite ∫₀^∞ P²/r³ dr and a nonnegative density, ζ then has bounds in which the density enters only through the total electron number. In Kohn-Sham practice this covers the electrostatic part of a spherical atom's potential, with exchange and correlation left out.

## Enclosed charge, Hartree potential and the result

For r > 0 define the number of electrons inside radius r, the total number, the potential of the shells outside r, and the two potentials:

    N(r) = ∫₀^r 4π s² n(s) ds,    N_tot = ∫₀^∞ 4π s² n(s) ds,
    W(r) = ∫_r^∞ 4π s n(s) ds,
    V_H(r) = N(r)/r + W(r),    V(r) = −Z/r + V_H(r).

Let n be continuous on (0, ∞) and let 4π s² n be integrable there, which means a finite electron number. Then V is differentiable at every r > 0, and

    (1/r) dV/dr = (Z − N(r))/r³.

The effective charge Z − N(r) tends to Z as r → 0⁺ and to Z − N_tot as r → ∞. If also n ≥ 0,

    (Z − N_tot)/r³ ≤ (1/r) dV/dr ≤ Z/r³,

and for every P with finite ⟨r⁻³⟩ = ∫₀^∞ P²/r³ dr the integral for ζ converges, with

    (α²/2)(Z − N_tot)⟨r⁻³⟩ ≤ ζ ≤ (α²/2) Z ⟨r⁻³⟩.

## Cancellation of the local density

First, W(r) is finite. For s > r > 0,

    |4π s n(s)| = |4π s² n(s)|/s ≤ |4π s² n(s)|/r,

and the right side is integrable on (r, ∞).

The fundamental theorem of calculus gives N′(r) = 4π r² n(r). For W, split the integral starting at r/2 at a radius u > r/2:

    W(u) = W(r/2) − ∫_{r/2}^u 4π s n(s) ds,

so W′(r) = −4π r n(r). The quotient rule then gives

    V_H′(r) = 4π r² n(r)/r − N(r)/r² − 4π r n(r) = −N(r)/r².

The two terms with the local density n(r) cancel, and only the enclosed charge remains, as in Gauss's law. The nuclear term has derivative Z/r², so

    V′(r) = (Z − N(r))/r²,

and division by r gives the identity.

## Bounds from 0 ≤ N(r) ≤ N_tot

For n ≥ 0 the integrand of N(r) is nonnegative, so N(r) ≥ 0. Splitting the total at r,

    N_tot = N(r) + ∫_r^∞ 4π s² n(s) ds ≥ N(r).

Hence Z − N_tot ≤ Z − N(r) ≤ Z, and division by r³ > 0 gives the pointwise bounds.

For the limits, r³ (1/r) dV/dr = Z − N(r). An integral of an integrable function is continuous in its upper limit, so N(r) → N(0) = 0 as r → 0⁺, and N(r) → N_tot as r → ∞. No sign of n enters here. For n ≥ 0 these two limits are the constants in the bounds, approached at the two ends of the radial axis.

For ζ, the integrand is (Z − N(r)) P²/r³. Since |Z − N(r)| ≤ |Z| + N_tot, it is dominated by (|Z| + N_tot) P²/r³ and is integrable. Multiplying the bounds on Z − N(r) by P²/r³ ≥ 0, integrating, and multiplying by α²/2 ≥ 0 gives the bounds on ζ.

## Screened spin-orbit coupling in Lean

```lean
import Mathlib

open MeasureTheory Set Filter Topology
open scoped Real

namespace ScreenedSpinOrbit

noncomputable section

/-- Electrons per unit radius, `4π s² n(s)`, of a spherical density `n`. -/
def shellCharge (n : ℝ → ℝ) (s : ℝ) : ℝ := 4 * π * s ^ 2 * n s

/-- Potential per unit radius, `4π s n(s)`, produced inside the shell of radius `s`. -/
def shellPot (n : ℝ → ℝ) (s : ℝ) : ℝ := 4 * π * s * n s

/-- Number of electrons `N(r)` inside the sphere of radius `r`. -/
def enclosed (n : ℝ → ℝ) (r : ℝ) : ℝ := ∫ s in (0 : ℝ)..r, shellCharge n s

/-- Total number of electrons. -/
def total (n : ℝ → ℝ) : ℝ := ∫ s in Ioi (0 : ℝ), shellCharge n s

/-- Potential at radius `r` of all shells outside `r`. -/
def outer (n : ℝ → ℝ) (r : ℝ) : ℝ := ∫ s in Ioi r, shellPot n s

/-- Hartree potential of a spherical density. -/
def hartree (n : ℝ → ℝ) (r : ℝ) : ℝ := enclosed n r / r + outer n r

/-- Nuclear attraction plus Hartree potential. -/
def ksPot (Z : ℝ) (n : ℝ → ℝ) (r : ℝ) : ℝ := -Z / r + hartree n r

/-- Radial spin-orbit function `(1/r) dV/dr` of a central potential `V`. -/
def socRadial (V : ℝ → ℝ) (r : ℝ) : ℝ := 1 / r * deriv V r

/-- Spin-orbit constant `(α²/2) ∫ P² (1/r) dV/dr dr` of a radial function `P`. -/
def socConstant (α : ℝ) (V P : ℝ → ℝ) : ℝ :=
  α ^ 2 / 2 * ∫ r in Ioi (0 : ℝ), P r ^ 2 * socRadial V r

/-- The radial integral `⟨r⁻³⟩ = ∫ P² / r³ dr`. -/
def invCube (P : ℝ → ℝ) : ℝ := ∫ r in Ioi (0 : ℝ), P r ^ 2 / r ^ 3

variable {n : ℝ → ℝ} {r : ℝ}

/-- A radial integral from `a` to infinity splits at any radius `u ≥ a`. -/
theorem integral_split {f : ℝ → ℝ} {a u : ℝ} (hau : a ≤ u) (hf : IntegrableOn f (Ioi a)) :
    ∫ s in Ioi a, f s = (∫ s in a..u, f s) + ∫ s in Ioi u, f s := by
  have hd : Disjoint (Ioc a u) (Ioi u) :=
    Set.disjoint_left.2 (fun x h1 h2 => not_lt.2 h1.2 (mem_Ioi.1 h2))
  rw [intervalIntegral.integral_of_le hau, ← setIntegral_union hd measurableSet_Ioi
    (hf.mono_set Ioc_subset_Ioi_self) (hf.mono_set (Ioi_subset_Ioi hau)),
    Ioc_union_Ioi_eq_Ioi hau]

/-- If `4π s² n` is integrable on `(0, ∞)`, then `4π s n` is integrable outside any `r > 0`. -/
theorem integrableOn_shellPot (hc : ContinuousOn n (Ioi 0))
    (hint : IntegrableOn (shellCharge n) (Ioi 0)) (hr : 0 < r) :
    IntegrableOn (shellPot n) (Ioi r) := by
  have hsub : Ioi r ⊆ Ioi 0 := Ioi_subset_Ioi hr.le
  have hg : ContinuousOn (shellPot n) (Ioi r) :=
    ContinuousOn.mul (f := fun s : ℝ => 4 * π * s) (by fun_prop) (hc.mono hsub)
  refine Integrable.mono' ((Integrable.norm (hint.mono_set hsub)).div_const r)
    (hg.aestronglyMeasurable measurableSet_Ioi) ?_
  filter_upwards [ae_restrict_mem measurableSet_Ioi] with s hs
  have hs' : r < s := hs
  have e : shellCharge n s = shellPot n s * s := by
    simp only [shellCharge, shellPot]
    ring
  rw [e, norm_mul, Real.norm_of_nonneg (hr.trans hs').le, le_div_iff₀ hr]
  exact mul_le_mul_of_nonneg_left hs'.le (norm_nonneg _)

/-- The enclosed electron number has derivative `4π r² n(r)`. -/
theorem hasDerivAt_enclosed (hc : ContinuousOn n (Ioi 0))
    (hint : IntegrableOn (shellCharge n) (Ioi 0)) (hr : 0 < r) :
    HasDerivAt (enclosed n) (shellCharge n r) r := by
  have hg : ContinuousOn (shellCharge n) (Ioi 0) :=
    ContinuousOn.mul (f := fun s : ℝ => 4 * π * s ^ 2) (by fun_prop) hc
  exact intervalIntegral.integral_hasDerivAt_right
    ((intervalIntegrable_iff_integrableOn_Ioc_of_le hr.le).2 (hint.mono_set Ioc_subset_Ioi_self))
    (ContinuousOn.stronglyMeasurableAtFilter isOpen_Ioi hg r hr)
    (hg.continuousAt (Ioi_mem_nhds hr))

/-- The potential of the outer shells has derivative `-4π r n(r)`. -/
theorem hasDerivAt_outer (hc : ContinuousOn n (Ioi 0))
    (hint : IntegrableOn (shellCharge n) (Ioi 0)) (hr : 0 < r) :
    HasDerivAt (outer n) (-shellPot n r) r := by
  have hi := integrableOn_shellPot hc hint (half_pos hr)
  have hg : ContinuousOn (shellPot n) (Ioi 0) :=
    ContinuousOn.mul (f := fun s : ℝ => 4 * π * s) (by fun_prop) hc
  have h1 : HasDerivAt (fun u => ∫ s in (r / 2)..u, shellPot n s) (shellPot n r) r :=
    intervalIntegral.integral_hasDerivAt_right
      ((intervalIntegrable_iff_integrableOn_Ioc_of_le (half_lt_self hr).le).2
        (hi.mono_set Ioc_subset_Ioi_self))
      (ContinuousOn.stronglyMeasurableAtFilter isOpen_Ioi hg r hr)
      (hg.continuousAt (Ioi_mem_nhds hr))
  -- near `r`, the outer integral is a constant minus a primitive based at `r / 2`
  refine (h1.const_sub (outer n (r / 2))).congr_of_eventuallyEq ?_
  filter_upwards [Ioi_mem_nhds (half_lt_self hr)] with u hu
  have h := integral_split (le_of_lt (mem_Ioi.1 hu)) hi
  simp only [outer]
  linarith

/-- The Hartree potential has derivative `-N(r)/r²`. -/
theorem hasDerivAt_hartree (hc : ContinuousOn n (Ioi 0))
    (hint : IntegrableOn (shellCharge n) (Ioi 0)) (hr : 0 < r) :
    HasDerivAt (hartree n) (-enclosed n r / r ^ 2) r := by
  have hr' := hr.ne'
  have h := ((hasDerivAt_enclosed hc hint hr).fun_div (hasDerivAt_id' r) hr').fun_add
    (hasDerivAt_outer hc hint hr)
  show HasDerivAt (fun x => enclosed n x / x + outer n x) _ r
  refine h.congr_deriv ?_
  -- the two terms containing the local density `n r` cancel
  simp only [shellCharge, shellPot]
  field_simp
  ring

/-- The screened nuclear potential has derivative `(Z - N(r))/r²`, and its radial spin-orbit
function equals `(Z - N(r))/r³`. -/
theorem socRadial_eq (Z : ℝ) (hc : ContinuousOn n (Ioi 0))
    (hint : IntegrableOn (shellCharge n) (Ioi 0)) (hr : 0 < r) :
    HasDerivAt (ksPot Z n) ((Z - enclosed n r) / r ^ 2) r ∧
      socRadial (ksPot Z n) r = (Z - enclosed n r) / r ^ 3 := by
  have h : HasDerivAt (ksPot Z n) ((Z - enclosed n r) / r ^ 2) r := by
    have h := ((hasDerivAt_const r (-Z)).fun_div (hasDerivAt_id' r) hr.ne').fun_add
      (hasDerivAt_hartree hc hint hr)
    show HasDerivAt (fun x => -Z / x + hartree n x) _ r
    refine h.congr_deriv ?_
    ring
  refine ⟨h, ?_⟩
  simp only [socRadial]
  rw [h.deriv]
  ring

/-- For a nonnegative density, `0 ≤ N(r) ≤ N_total`. -/
theorem enclosed_bounds (hn : ∀ s, 0 < s → 0 ≤ n s)
    (hint : IntegrableOn (shellCharge n) (Ioi 0)) (hr : 0 < r) :
    0 ≤ enclosed n r ∧ enclosed n r ≤ total n := by
  have hpos : ∀ s, 0 < s → 0 ≤ shellCharge n s := fun s hs => by
    have := hn s hs
    unfold shellCharge
    positivity
  constructor
  · unfold enclosed
    rw [intervalIntegral.integral_of_le hr.le]
    exact setIntegral_nonneg measurableSet_Ioc (fun s hs => hpos s hs.1)
  · have h := integral_split hr.le hint
    have h2 : 0 ≤ ∫ s in Ioi r, shellCharge n s :=
      setIntegral_nonneg measurableSet_Ioi (fun s hs => hpos s (hr.trans (mem_Ioi.1 hs)))
    simp only [enclosed, total]
    linarith

/-- Screened spin-orbit coupling: for a nonnegative density, `(1/r) d/dr (-Z/r + V_H)` equals
`(Z - N(r))/r³` and lies between `(Z - N_total)/r³` and `Z/r³`. -/
theorem screened_spin_orbit (Z : ℝ) (hc : ContinuousOn n (Ioi 0)) (hn : ∀ s, 0 < s → 0 ≤ n s)
    (hint : IntegrableOn (shellCharge n) (Ioi 0)) (hr : 0 < r) :
    DifferentiableAt ℝ (ksPot Z n) r ∧
      socRadial (ksPot Z n) r = (Z - enclosed n r) / r ^ 3 ∧
      (Z - total n) / r ^ 3 ≤ socRadial (ksPot Z n) r ∧
      socRadial (ksPot Z n) r ≤ Z / r ^ 3 := by
  obtain ⟨h1, h2⟩ := socRadial_eq Z hc hint hr
  obtain ⟨h3, h4⟩ := enclosed_bounds hn hint hr
  refine ⟨h1.differentiableAt, h2, ?_, ?_⟩ <;> rw [h2] <;>
    exact div_le_div_of_nonneg_right (by linarith) (by positivity)

/-- `r³` times the radial spin-orbit function tends to `Z` as `r → 0⁺` and to `Z - N_total`
as `r → ∞`. -/
theorem socRadial_limits (Z : ℝ) (hc : ContinuousOn n (Ioi 0))
    (hint : IntegrableOn (shellCharge n) (Ioi 0)) :
    Tendsto (fun r => r ^ 3 * socRadial (ksPot Z n) r) (𝓝[>] 0) (𝓝 Z) ∧
      Tendsto (fun r => r ^ 3 * socRadial (ksPot Z n) r) atTop (𝓝 (Z - total n)) := by
  have key : ∀ r : ℝ, 0 < r → Z - enclosed n r = r ^ 3 * socRadial (ksPot Z n) r := by
    intro r hr
    have hr' := hr.ne'
    rw [(socRadial_eq Z hc hint hr).2]
    field_simp
  constructor
  · have hcont : ContinuousOn (enclosed n) (uIcc 0 1) :=
      intervalIntegral.continuousOn_primitive_interval'
        ((intervalIntegrable_iff_integrableOn_Ioc_of_le zero_le_one).2
          (hint.mono_set Ioc_subset_Ioi_self)) left_mem_uIcc
    rw [uIcc_of_le zero_le_one] at hcont
    have hm : Icc (0 : ℝ) 1 ∈ 𝓝[>] (0 : ℝ) :=
      mem_nhdsWithin.2 ⟨Iio 1, isOpen_Iio, mem_Iio.2 zero_lt_one,
        fun x hx => ⟨le_of_lt (mem_Ioi.1 hx.2), le_of_lt (mem_Iio.1 hx.1)⟩⟩
    have h0 : Tendsto (enclosed n) (𝓝[>] 0) (𝓝 (enclosed n 0)) :=
      (hcont 0 ⟨le_rfl, zero_le_one⟩).tendsto.mono_left (nhdsWithin_le_of_mem hm)
    have e : enclosed n 0 = 0 := intervalIntegral.integral_same
    have h1 : Tendsto (fun r => Z - enclosed n r) (𝓝[>] 0) (𝓝 (Z - enclosed n 0)) :=
      tendsto_const_nhds.sub h0
    rw [e, sub_zero] at h1
    refine h1.congr' ?_
    filter_upwards [self_mem_nhdsWithin] with r hr using key r hr
  · have h0 : Tendsto (enclosed n) atTop (𝓝 (total n)) :=
      intervalIntegral_tendsto_integral_Ioi 0 hint tendsto_id
    have h1 : Tendsto (fun r => Z - enclosed n r) atTop (𝓝 (Z - total n)) :=
      tendsto_const_nhds.sub h0
    refine h1.congr' ?_
    filter_upwards [eventually_gt_atTop 0] with r hr using key r hr

/-- For a nonnegative density and a radial function with finite `⟨r⁻³⟩` the spin-orbit integral
converges, and the spin-orbit constant lies between `(α²/2)(Z - N_total)⟨r⁻³⟩` and `(α²/2) Z ⟨r⁻³⟩`.
-/
theorem socConstant_bounds (α Z : ℝ) {P : ℝ → ℝ} (hc : ContinuousOn n (Ioi 0))
    (hn : ∀ s, 0 < s → 0 ≤ n s) (hint : IntegrableOn (shellCharge n) (Ioi 0))
    (hP : IntegrableOn (fun r => P r ^ 2 / r ^ 3) (Ioi 0)) :
    IntegrableOn (fun r => P r ^ 2 * socRadial (ksPot Z n) r) (Ioi 0) ∧
      α ^ 2 / 2 * ((Z - total n) * invCube P) ≤ socConstant α (ksPot Z n) P ∧
      socConstant α (ksPot Z n) P ≤ α ^ 2 / 2 * (Z * invCube P) := by
  have hw : ∀ r : ℝ, 0 < r → 0 ≤ P r ^ 2 / r ^ 3 := fun r hr => by positivity
  have heq : ∀ r : ℝ, 0 < r →
      (Z - enclosed n r) * (P r ^ 2 / r ^ 3) = P r ^ 2 * socRadial (ksPot Z n) r := by
    intro r hr
    rw [(socRadial_eq Z hc hint hr).2]
    ring
  have hcont : ContinuousOn (fun r => Z - enclosed n r) (Ioi 0) := fun r hr =>
    (continuousAt_const.sub (hasDerivAt_enclosed hc hint hr).continuousAt).continuousWithinAt
  -- the effective charge `Z - N(r)` is bounded, so the integrand is dominated
  have hI : IntegrableOn (fun r => (Z - enclosed n r) * (P r ^ 2 / r ^ 3)) (Ioi 0) := by
    refine Integrable.mono' (Integrable.const_mul hP (|Z| + total n))
      ((hcont.aestronglyMeasurable measurableSet_Ioi).mul hP.1) ?_
    filter_upwards [ae_restrict_mem measurableSet_Ioi] with r hr
    obtain ⟨h1, h2⟩ := enclosed_bounds hn hint (mem_Ioi.1 hr)
    rw [Real.norm_eq_abs, abs_mul, abs_of_nonneg (hw r hr)]
    exact mul_le_mul_of_nonneg_right
      (abs_le.2 ⟨by linarith [neg_abs_le Z], by linarith [le_abs_self Z]⟩) (hw r hr)
  have hJ : IntegrableOn (fun r => P r ^ 2 * socRadial (ksPot Z n) r) (Ioi 0) :=
    hI.congr_fun (fun r hr => heq r hr) measurableSet_Ioi
  have hlo : ∀ r : ℝ, 0 < r →
      (Z - total n) * (P r ^ 2 / r ^ 3) ≤ P r ^ 2 * socRadial (ksPot Z n) r := by
    intro r hr
    rw [← heq r hr]
    exact mul_le_mul_of_nonneg_right (by linarith [(enclosed_bounds hn hint hr).2]) (hw r hr)
  have hhi : ∀ r : ℝ, 0 < r →
      P r ^ 2 * socRadial (ksPot Z n) r ≤ Z * (P r ^ 2 / r ^ 3) := by
    intro r hr
    rw [← heq r hr]
    exact mul_le_mul_of_nonneg_right (by linarith [(enclosed_bounds hn hint hr).1]) (hw r hr)
  unfold socConstant invCube
  refine ⟨hJ, mul_le_mul_of_nonneg_left ?_ (by positivity),
    mul_le_mul_of_nonneg_left ?_ (by positivity)⟩
  · rw [← integral_const_mul]
    exact setIntegral_mono_on (Integrable.const_mul hP _) hJ measurableSet_Ioi
      (fun r hr => hlo r hr)
  · rw [← integral_const_mul]
    exact setIntegral_mono_on hJ (Integrable.const_mul hP _) measurableSet_Ioi
      (fun r hr => hhi r hr)

end

end ScreenedSpinOrbit
```

```lean
#print axioms ScreenedSpinOrbit.screened_spin_orbit
#print axioms ScreenedSpinOrbit.socRadial_limits
#print axioms ScreenedSpinOrbit.socConstant_bounds
```

```
'ScreenedSpinOrbit.screened_spin_orbit' depends on axioms: [propext, Classical.choice, Quot.sound]
'ScreenedSpinOrbit.socRadial_limits' depends on axioms: [propext, Classical.choice, Quot.sound]
'ScreenedSpinOrbit.socConstant_bounds' depends on axioms: [propext, Classical.choice, Quot.sound]
```

## Densities, potentials and hypotheses as Lean objects

The density is a function `n : ℝ → ℝ` of the radius, so spherical symmetry is built into its type. The integrands 4π s² n and 4π s n are `shellCharge` and `shellPot`. The functions N, W, V_H and V are `enclosed`, `outer`, `hartree` and `ksPot`, and `total` is N_tot. Despite its name, `ksPot` has no exchange-correlation part. The function (1/r) dV/dr is `socRadial`, ζ is `socConstant`, and ⟨r⁻³⟩ is `invCube`. The signs are those of an electron's potential energy, negative for the nucleus and positive for the electron density n.

The set `Ioi 0` is (0, ∞). The hypothesis `hc` is continuity there, `hint` is integrability of 4π s² n, `hn` is n ≥ 0, `hr` is r > 0, and `hP` is integrability of P²/r³. Nothing is required at r = 0, so a density with a weak singularity at the nucleus, like that of a Dirac 1s electron at a point nucleus, is admitted. Lean assigns the value 0 to a derivative or an integral that does not exist, and for that reason `screened_spin_orbit` also states `DifferentiableAt ℝ (ksPot Z n) r` and `socConstant_bounds` also states integrability of the integrand of ζ.

The theorem `socRadial_eq` gives V′ and the identity for a density of either sign. `screened_spin_orbit` adds `hn` and the two pointwise bounds. `socRadial_limits` gives the two limits without `hn`, where `𝓝[>] 0` means r → 0⁺ and `atTop` means r → ∞. `socConstant_bounds` gives the bounds on ζ.

Two formulas enter as definitions. The expression (α²/2)(1/r) dV/dr is the coefficient of L·S at lowest relativistic order, and it is postulated without a reduction of the Dirac-Kohn-Sham equation. The shell formula for V_H is likewise taken as given, without integrating the three-dimensional Coulomb kernel over angles. The numbers Z and α are arbitrary reals. The density is not required to be self-consistent, and P need not solve any radial equation. P need not be normalised either. For ζ and ⟨r⁻³⟩ to be expectation values both must be divided by ∫₀^∞ P² dr, which for a positive finite value leaves the inequalities intact. Physically, `hP` separates the orbitals by their angular momentum quantum number l: with P ∼ r^(l+1) near the nucleus the integrand behaves as r^(2l−1), integrable at 0 for l ≥ 1 and divergent for l = 0, where L·S vanishes. For a neutral atom, N_tot = Z, the lower bounds are zero, and for N_tot > Z the pointwise lower bound is negative.

## From splitting an integral to the derivative of V

`integral_split` writes the integral of a function that is integrable on (a, ∞), for radii a ≤ u, as the sum over the disjoint sets (a, u] and (u, ∞). It supplies both splittings used above.

`integrableOn_shellPot` is the finiteness of W. The identity `e`, `shellCharge n s = shellPot n s * s`, turns the required domination into r ≤ s multiplied by a norm, and `Integrable.mono'` concludes.

`hasDerivAt_enclosed` applies the fundamental theorem of calculus as `intervalIntegral.integral_hasDerivAt_right`. `hasDerivAt_outer` applies it to the primitive based at `r / 2`, since the hypotheses do not make 4π s n integrable down to 0. The splitting holds for all u > r/2, a neighbourhood of r, and `congr_of_eventuallyEq` carries the derivative over to `outer`.

In `hasDerivAt_hartree`, `fun_div` is the quotient rule and `fun_add` the sum rule, and `field_simp` with `ring` performs the cancellation of n(r). `socRadial_eq` adds the nuclear term in the same way and reads off `deriv` with `h.deriv`.

## From positivity to the bounds and limits

`enclosed_bounds` proves 0 ≤ N(r) ≤ N_tot by applying `setIntegral_nonneg` on (0, r] and on (r, ∞). `screened_spin_orbit` combines this with the identity and divides by r³.

In `socRadial_limits`, `key` is the equation Z − N(r) = r³ (1/r) dV/dr for r > 0. The limit at the nucleus uses continuity of N on [0, 1], from `intervalIntegral.continuousOn_primitive_interval'`. The limit at infinity is `intervalIntegral_tendsto_integral_Ioi`.

In `socConstant_bounds`, `heq` rewrites the integrand as (Z − N(r)) P²/r³, `hI` is the domination with the constant `|Z| + total n`, and `hJ` transfers integrability to the original integrand. The pointwise inequalities `hlo` and `hhi` are integrated by `setIntegral_mono_on`, and the factor α²/2 is attached by `mul_le_mul_of_nonneg_left`.
